# Exact values off the poles fix a finite Lehmann sum's nonzero weights and their poles

Take two distinct poles $e_1\neq e_2$ with complex weights $a_1,a_2$, and suppose that

$$\frac{a_1}{z-e_1}+\frac{a_2}{z-e_2}=0$$

at every $z$ other than $e_1$ and $e_2$. Multiplying by $(z-e_1)(z-e_2)$ gives

$$a_1(z-e_2)+a_2(z-e_1)=0 .$$

The left side is a polynomial in $z$ of degree at most one. It has more than one zero, so it vanishes identically, and we may now evaluate it at the poles themselves. At $z=e_1$ it reads $a_1(e_1-e_2)=0$, hence $a_1=0$. At $z=e_2$ it gives $a_2=0$ in the same way.

The problems below carry this argument to any finite number of poles. For a finite system treated by exact diagonalisation, where the Lehmann sum has finitely many terms, the result says that the exact Green's function determines every pole that carries nonzero weight, and that weight too. It says nothing about continuous spectra, or about how strongly noise in the data affects the recovered weights.

```lean
import Mathlib

open Polynomial

namespace LehmannPoleSums

noncomputable section
```

The poles form a finite set $s$ of complex numbers, with $N$ elements, and the weights are given by a function $a$ that assigns $a_e$ to the energy $e$. The Green's function is

$$G_{s,a}(z)=\sum_{e\in s}\frac{a_e}{z-e}.$$

In the one-particle Green's function of a many-electron ground state with energy $E_0$, a pole is a difference of total energies: $E_m-E_0$ for an eigenstate $m$ with one electron more, and $E_0-E_m$ for one with one electron fewer. The weight is a product of two transition amplitudes between the ground state and that eigenstate. In Lean, `s : Finset ℂ` is a set, so its poles are distinct by construction; transitions with the same energy difference enter as one pole with their weights added. The function `a : ℂ → ℂ` is defined on all energies, but only its values on `s` matter. Physical poles are real for a Hermitian Hamiltonian, and for fermions the weights of a diagonal element are nonnegative; neither property is needed here. Lean sets $x/0=0$, so `greens` also has a value at a pole, but only the identity in part (f) says anything about it.

```lean
/-- The Green's function with pole set `s` and Lehmann weights `a`, as a function of the
complex frequency `z` outside `s`. -/
def greens (s : Finset ℂ) (a : ℂ → ℂ) (z : ℂ) : ℂ :=
  ∑ e ∈ s, a e / (z - e)
```

The polynomial that replaces $a_1(z-e_2)+a_2(z-e_1)$ is

$$P(X)=\sum_{e\in s}a_e\prod_{f\in s\setminus\{e\}}(X-f).$$

In the code, `s.erase e` is $s\setminus\{e\}$ and `C` turns a number into a constant polynomial.

```lean
/-- The numerator polynomial of the Lehmann sum over the common denominator `∏ (z - f)`. -/
def numerator (s : Finset ℂ) (a : ℂ → ℂ) : ℂ[X] :=
  ∑ e ∈ s, C (a e) * ∏ f ∈ s.erase e, (X - C f)
```

## (a) Clearing the denominators

**Task.** Show that for every $z\notin s$

$$P(z)=\Big(\prod_{f\in s}(z-f)\Big)\,G_{s,a}(z).$$

**Solution.** Take one term of $G_{s,a}$. Since $z\neq e$, the factor $z-e$ of the full product cancels the denominator:

$$\Big(\prod_{f\in s}(z-f)\Big)\frac{a_e}{z-e}=a_e\prod_{f\in s\setminus\{e\}}(z-f).$$

Summing over $e\in s$ gives $P(z)$.

The Lean proof evaluates the polynomial, distributes the product over the sum with `Finset.mul_sum`, and compares the sums term by term. There `hp` splits off the factor $z-e$, `hq` cancels it against the denominator, and `linear_combination` joins the two.

```lean
/-- Away from the poles, the numerator is the Green's function times the common denominator. -/
theorem numerator_eval (s : Finset ℂ) (a : ℂ → ℂ) {z : ℂ} (hz : z ∉ s) :
    (numerator s a).eval z = (∏ f ∈ s, (z - f)) * greens s a z := by
  unfold numerator greens
  simp only [Polynomial.eval_finsetSum, eval_mul, eval_C, eval_prod, eval_sub, eval_X]
  rw [Finset.mul_sum]
  refine Finset.sum_congr rfl fun e he => ?_
  have hne : z - e ≠ 0 := sub_ne_zero.mpr fun h => hz (h ▸ he)
  have hp : (z - e) * ∏ f ∈ s.erase e, (z - f) = ∏ f ∈ s, (z - f) :=
    Finset.mul_prod_erase s (fun f => z - f) he
  have hq : (z - e) * (a e / (z - e)) = a e := by field_simp
  rw [← hp]
  linear_combination (-(∏ f ∈ s.erase e, (z - f))) * hq
```

## (b) The numerator at a pole

**Task.** Show that for every $e\in s$

$$P(e)=a_e\prod_{f\in s\setminus\{e\}}(e-f).$$

**Solution.** Evaluate the term of $P$ that belongs to another pole $b\neq e$. Its product runs over $f\in s\setminus\{b\}$, which includes $f=e$, so it contains the factor $e-e=0$. Only the term of $e$ itself survives. With a single pole the remaining product is empty and equals one, so $P(e)=a_e$.

`Finset.sum_eq_single_of_mem` reduces the sum to the term of `e`, provided that the others vanish; `h0` supplies the zero factor.

```lean
/-- At a pole `e`, the numerator is the weight of that pole times the product of its differences
`e - f` from the other poles. -/
theorem numerator_eval_pole (s : Finset ℂ) (a : ℂ → ℂ) {e : ℂ} (he : e ∈ s) :
    (numerator s a).eval e = a e * ∏ f ∈ s.erase e, (e - f) := by
  unfold numerator
  simp only [Polynomial.eval_finsetSum, eval_mul, eval_C, eval_prod, eval_sub, eval_X]
  refine Finset.sum_eq_single_of_mem e he fun b _ hbe => ?_
  -- every other term contains the factor `e - e`
  have h0 : ∏ f ∈ s.erase b, (e - f) = 0 :=
    Finset.prod_eq_zero (Finset.mem_erase.mpr ⟨hbe.symm, he⟩) (sub_self e)
  rw [h0, mul_zero]
```

## (c) A bound on the degree

**Task.** Show that

$$\deg P<N .$$

**Solution.** Each product in $P$ has $N-1$ linear factors and so has degree $N-1$. Multiplication by the constant $a_e$ does not raise the degree, and neither does addition. Leading terms may cancel, so this is a bound and not an equality. For $N=0$ the polynomial is zero, whose degree counts as $-\infty$; this is why Lean compares degrees in `WithBot ℕ`.

The proof uses the fact that polynomials of degree below $N$ form a linear subspace, `degreeLT`. It is therefore enough to check each product, and `Finset.card_erase_lt_of_mem` says that removing a pole leaves fewer than $N$ factors.

```lean
/-- The degree of the numerator is smaller than the number of poles. -/
theorem numerator_degree_lt (s : Finset ℂ) (a : ℂ → ℂ) :
    (numerator s a).degree < (s.card : WithBot ℕ) := by
  rw [← mem_degreeLT]
  unfold numerator
  refine Submodule.sum_mem _ fun e he => ?_
  rw [← smul_eq_C_mul]
  refine Submodule.smul_mem _ _ (mem_degreeLT.mpr ?_)
  rw [degree_prod]
  simp only [degree_X_sub_C, Finset.sum_const, nsmul_one]
  exact_mod_cast Finset.card_erase_lt_of_mem he
```

## (d) Finitely many zeros are enough

**Task.** Let $T$ be a finite set of frequencies, none of them a pole, with at least $N$ elements. Show that

$$G_{s,a}(z)=0\ \text{ for all } z\in T\quad\Longrightarrow\quad a_e=0\ \text{ for all } e\in s .$$

**Solution.** By (a), $P(z)=0$ at every $z\in T$. By (c), the degree of $P$ is below $N$, and $P$ has at least $N$ distinct zeros, so $P$ is the zero polynomial. Part (b) then gives, at each pole,

$$0=a_e\prod_{f\in s\setminus\{e\}}(e-f).$$

Every factor $e-f$ is nonzero because the poles are distinct, so $a_e=0$.

In the smallest nontrivial case, $N=1$, the numerator is the constant $a_e$ and one sample decides the matter. With no poles there is nothing to show.

In Lean, `Disjoint T s` keeps the samples off the poles and `hcard` is the count $N\le|T|$. The step `hP` shows that the numerator is zero, and `hne` that the product of differences is not. Applied to the difference of two sets of weights on the same known poles, the statement implies that $N$ exact values fix the $N$ weights, a corollary that the file leaves unstated.

```lean
/-- If the Green's function vanishes at as many distinct frequencies off the poles as there
are poles, then every Lehmann weight is zero. -/
theorem weights_zero_of_samples (s T : Finset ℂ) (a : ℂ → ℂ) (hT : Disjoint T s)
    (hcard : s.card ≤ T.card) (h : ∀ z ∈ T, greens s a z = 0) :
    ∀ e ∈ s, a e = 0 := by
  -- the numerator has more zeros than its degree allows
  have hP : numerator s a = 0 :=
    eq_zero_of_degree_lt_of_eval_finset_eq_zero T
      (lt_of_lt_of_le (numerator_degree_lt s a) (by exact_mod_cast hcard))
      (fun z hz => by
        rw [numerator_eval s a (Finset.disjoint_left.mp hT hz), h z hz, mul_zero])
  intro e he
  have h1 := numerator_eval_pole s a he
  rw [hP, eval_zero] at h1
  have hne : ∏ f ∈ s.erase e, (e - f) ≠ 0 :=
    Finset.prod_ne_zero_iff.mpr fun f hf =>
      sub_ne_zero.mpr (Finset.ne_of_mem_erase hf).symm
  exact (mul_eq_zero.mp h1.symm).resolve_right hne
```

## (e) Vanishing everywhere off the poles

**Task.** Show that

$$G_{s,a}(z)=0\ \text{ for all } z\notin s\quad\Longrightarrow\quad a_e=0\ \text{ for all } e\in s .$$

**Solution.** The complement of a finite set in the complex plane is infinite, so it contains a set $T$ of exactly $N$ frequencies. The Green's function vanishes on $T$, and (d) applies.

`exists_subset_card_eq` chooses this set, and `hoff` records that none of its members is a pole.

```lean
/-- If a finite Lehmann sum vanishes at every frequency outside its pole set, then every
Lehmann weight is zero. -/
theorem weights_zero (s : Finset ℂ) (a : ℂ → ℂ) (h : ∀ z, z ∉ s → greens s a z = 0) :
    ∀ e ∈ s, a e = 0 := by
  -- choose enough sample frequencies in the infinite complement of the pole set
  obtain ⟨T, hTs, hT⟩ := s.finite_toSet.infinite_compl.exists_subset_card_eq s.card
  have hoff : ∀ z ∈ T, z ∉ s := fun z hz hzs =>
    hTs (Finset.mem_coe.mpr hz) (Finset.mem_coe.mpr hzs)
  exact weights_zero_of_samples s T a (Finset.disjoint_left.mpr fun z hz => hoff z hz)
    hT.ge fun z hz => h z (hoff z hz)
```

## (f) Adding silent poles

**Task.** Let $s\subseteq u$, and let $\tilde a_e=a_e$ for $e\in s$ and $\tilde a_e=0$ otherwise. Show that

$$G_{u,\tilde a}(z)=G_{s,a}(z).$$

**Solution.** The sum over $u$ splits into a sum over $s$, where $\tilde a_e=a_e$, and a sum over $u\setminus s$, where every numerator is zero. Only the first part remains.

The `if … then … else` in the statement is $\tilde a$. `Finset.sum_subset` removes the zero terms, and `Finset.sum_congr` replaces $\tilde a_e$ by $a_e$ on $s$.

```lean
/-- Adding poles of zero weight does not change the Green's function. -/
theorem greens_extend {s u : Finset ℂ} (hsu : s ⊆ u) (a : ℂ → ℂ) (z : ℂ) :
    greens u (fun e => if e ∈ s then a e else 0) z = greens s a z := by
  unfold greens
  exact (Finset.sum_subset hsu (fun e _ hes => by simp [hes])).symm.trans
    (Finset.sum_congr rfl fun e he => by simp [he])
```

## (g) The same function, the same poles and weights

**Task.** Let $a_e\neq0$ on $s$ and $b_e\neq0$ on $t$, and let $G_{s,a}(z)=G_{t,b}(z)$ for all $z\notin s\cup t$. Show that

$$s=t\quad\text{and}\quad a_e=b_e\ \text{ for all } e\in s .$$

**Solution.** Extend both weight functions by zero to $u=s\cup t$, as in (f), and set $c_e=\tilde a_e-\tilde b_e$. For $z\notin u$,

$$\sum_{e\in u}\frac{c_e}{z-e}=G_{s,a}(z)-G_{t,b}(z)=0,$$

so $c_e=0$ on $u$ by (e). If some $e$ were in $s$ but not in $t$, then $c_e=a_e\neq0$, a contradiction. If it were in $t$ but not in $s$, then $c_e=-b_e\neq0$, again a contradiction. Hence $s=t$, and on this common set $0=c_e=a_e-b_e$.

The hypotheses `ha` and `hb` say that every listed pole is visible in the Green's function. An eigenstate whose transition amplitude vanishes, for example by symmetry, contributes no weight and leaves no trace. Without this condition the claim fails: the pole set $\{0\}$ with weight $0$ and the empty pole set both give $G=0$, yet the sets differ.

In the proof, `hc` is the statement $c_e=0$, and `hst` compares the two sets element by element, with one contradiction for each direction.

```lean
/-- Two finite Lehmann sums with nonzero weights that agree at every frequency outside both
pole sets have the same poles and the same weights. -/
theorem lehmann_unique (s t : Finset ℂ) (a b : ℂ → ℂ)
    (ha : ∀ e ∈ s, a e ≠ 0) (hb : ∀ e ∈ t, b e ≠ 0)
    (h : ∀ z, z ∉ s ∪ t → greens s a z = greens t b z) :
    s = t ∧ ∀ e ∈ s, a e = b e := by
  -- the difference is a Lehmann sum over the union of the pole sets
  have hc : ∀ e ∈ s ∪ t, (if e ∈ s then a e else 0) - (if e ∈ t then b e else 0) = 0 := by
    refine weights_zero (s ∪ t)
      (fun e => (if e ∈ s then a e else 0) - (if e ∈ t then b e else 0)) fun z hz => ?_
    have h1 := greens_extend (Finset.subset_union_left : s ⊆ s ∪ t) a z
    have h2 := greens_extend (Finset.subset_union_right : t ⊆ s ∪ t) b z
    have h3 := h z hz
    rw [← h1, ← h2] at h3
    unfold greens at h3 ⊢
    simp only [sub_div, Finset.sum_sub_distrib]
    exact sub_eq_zero.mpr h3
  have hst : s = t := by
    ext e
    constructor
    · intro he
      by_contra hn
      have h0 := hc e (Finset.mem_union_left _ he)
      rw [if_pos he, if_neg hn, sub_zero] at h0
      exact ha e he h0
    · intro he
      by_contra hn
      have h0 := hc e (Finset.mem_union_right _ he)
      rw [if_neg hn, if_pos he, zero_sub, neg_eq_zero] at h0
      exact hb e he h0
  refine ⟨hst, fun e he => ?_⟩
  have het : e ∈ t := hst ▸ he
  have h0 := hc e (Finset.mem_union_left _ he)
  rw [if_pos he, if_pos het] at h0
  exact sub_eq_zero.mp h0
```

## (h) Weight matrices in an orbital basis

**Task.** Let $A_e$ and $B_e$ be complex matrices attached to the poles of one set $s$, with

$$\sum_{e\in s}\frac{1}{z-e}A_e=\sum_{e\in s}\frac{1}{z-e}B_e\quad\text{for all } z\notin s .$$

Show that $A_e=B_e$ for all $e\in s$.

**Solution.** Fix row $i$ and column $j$. The $(i,j)$ element of the difference of the two sides is

$$\sum_{e\in s}\frac{(A_e)_{ij}-(B_e)_{ij}}{z-e}=0\quad\text{for all } z\notin s .$$

This is a scalar Lehmann sum, so (e) gives $(A_e)_{ij}=(B_e)_{ij}$. Since $i$ and $j$ were arbitrary, the matrices agree.

Both sides share the pole set from the start, so no weight has to be nonzero, and a single matrix element may well vanish at some poles. The index type `n` labels the orbitals. In the proof, `ext i j` fixes the element, and `hij` is the hypothesis read at that element.

```lean
/-- For a matrix-valued Green's function in an orbital basis, the weight matrices on a given
finite pole set are fixed by its values outside that set. -/
theorem matrix_weights_unique {n : Type*} (s : Finset ℂ) (A B : ℂ → Matrix n n ℂ)
    (h : ∀ z, z ∉ s → ∑ e ∈ s, (z - e)⁻¹ • A e = ∑ e ∈ s, (z - e)⁻¹ • B e) :
    ∀ e ∈ s, A e = B e := by
  intro e he
  ext i j
  -- each matrix element is a scalar Lehmann sum
  refine sub_eq_zero.mp (weights_zero s (fun x => A x i j - B x i j) (fun z hz => ?_) e he)
  have hij := congrArg (fun M : Matrix n n ℂ => M i j) (h z hz)
  simp only [Matrix.sum_apply, Matrix.smul_apply, smul_eq_mul] at hij
  unfold greens
  simp only [sub_div, Finset.sum_sub_distrib]
  simp only [div_eq_inv_mul]
  exact sub_eq_zero.mpr hij
```

## (i) Two poles and one sample

**Task.** Let $\varepsilon\neq0$. Show that $\varepsilon$ and $-\varepsilon$ are two distinct poles, that $0$ is neither of them, and that with unit weights

$$G(0)=0 .$$

**Solution.** If $\varepsilon=-\varepsilon$, then $2\varepsilon=0$, which is excluded. If $0$ were a pole, then $\varepsilon=0$, which is excluded too. Finally,

$$G(0)=\frac{1}{0-\varepsilon}+\frac{1}{0+\varepsilon}=-\frac1\varepsilon+\frac1\varepsilon=0 .$$

So the count in (d) cannot be lowered for two poles: one zero off the poles is compatible with nonzero weights. A non-interacting two-site model with site energies zero and real nonzero hopping $\varepsilon$ has this form. Its on-site Green's function has poles at $\pm\varepsilon$ with normalised weights $\tfrac12$ each, and it vanishes at zero frequency.

The three parts of the Lean statement are the cardinality two, the position of $0$ off the poles, and the vanishing sum. `hne` holds the distinctness, which `Finset.sum_pair` needs in order to write out the two terms.

```lean
/-- For `ε ≠ 0`, the two distinct poles `ε` and `-ε` with unit weights give a Green's function
that vanishes at zero frequency, which is not a pole. -/
theorem one_sample_insufficient (ε : ℂ) (hε : ε ≠ 0) :
    ({ε, -ε} : Finset ℂ).card = 2 ∧ (0 : ℂ) ∉ ({ε, -ε} : Finset ℂ) ∧
      greens {ε, -ε} (fun _ => 1) 0 = 0 := by
  have hne : ε ≠ -ε := fun h => hε (by linear_combination h / 2)
  refine ⟨Finset.card_pair hne, fun h => ?_, ?_⟩
  · rcases Finset.mem_insert.mp h with h | h
    · exact hε h.symm
    · have h' := Finset.mem_singleton.mp h
      exact hε (by linear_combination h')
  · unfold greens
    rw [Finset.sum_pair hne]
    simp only [zero_sub, neg_neg, div_neg, neg_add_cancel]

end

end LehmannPoleSums
```

```lean
#print axioms LehmannPoleSums.lehmann_unique
#print axioms LehmannPoleSums.matrix_weights_unique
#print axioms LehmannPoleSums.one_sample_insufficient
```

```
'LehmannPoleSums.lehmann_unique' depends on axioms: [propext, Classical.choice, Quot.sound]
'LehmannPoleSums.matrix_weights_unique' depends on axioms: [propext, Classical.choice, Quot.sound]
'LehmannPoleSums.one_sample_insufficient' depends on axioms: [propext, Classical.choice, Quot.sound]
```
